# Two non-interacting fragments whose ionization potentials exceed each other's affinities: no charge transfer with piecewise linear energies, less than half an electron with quadratic ones

A fragment is represented here by two real numbers, its ionization potential \(I\) and electron affinity \(A\), with no sign or ordering imposed. The two fragments are also called \(A\) and \(B\); as a subscript the letter names the fragment, so \(A_B\) is the electron affinity of fragment \(B\). They are infinitely separated: their energies add, without Coulomb or hybridization terms.

In Lean 4 with Mathlib:

```lean
import Mathlib

open Set

namespace FragmentChargeTransfer

noncomputable section

/-- A fragment, described by its ionization potential `ip` and electron affinity `ea`. -/
structure Fragment where
  ip : ℝ
  ea : ℝ
```

The electronegativity and hardness are \(\chi=(I+A)/2\) and \(\eta=I-A\).

```lean
/-- The electronegativity `χ = (I + A) / 2`. -/
def Fragment.chi (F : Fragment) : ℝ := (F.ip + F.ea) / 2

/-- The hardness `η = I - A`. -/
def Fragment.eta (F : Fragment) : ℝ := F.ip - F.ea
```

## Two energy curves through the same integers

Let \(d\) be the number of electrons gained, and measure energies from the neutral fragment. The cation, neutral and anion then have energies \(I\), \(0\) and \(-A\). Straight segments between them give

\[
E_{\rm lin}(d)=\begin{cases}-A\,d,& d\ge 0\\ -I\,d,& d<0,\end{cases}
\qquad
E_{\rm quad}(d)=-\chi d+\tfrac{\eta}{2}d^2,
\]

the second being the parabola through the same points.

```lean
/-- The piecewise linear energy of a fragment that has gained `d` electrons,
relative to the neutral fragment. -/
def Fragment.linearEnergy (F : Fragment) (d : ℝ) : ℝ :=
  if 0 ≤ d then -F.ea * d else -F.ip * d

/-- The quadratic energy of a fragment that has gained `d` electrons,
relative to the neutral fragment. -/
def Fragment.quadraticEnergy (F : Fragment) (d : ℝ) : ℝ :=
  -F.chi * d + F.eta / 2 * d ^ 2
```

When \(A\) gains \(d\) electrons, \(B\) gains \(-d\). The total energy takes the model `E` as an argument, so both curves share one definition.

```lean
/-- The total energy of two fragments when `d` electrons pass from `B` to `A`,
for a given energy model `E`. -/
def totalEnergy (E : Fragment → ℝ → ℝ) (A B : Fragment) (d : ℝ) : ℝ :=
  E A d + E B (-d)
```

The candidate quadratic minimum is \(d^*=(\chi_A-\chi_B)/(\eta_A+\eta_B)\).

```lean
/-- The charge transfer `(χ_A - χ_B) / (η_A + η_B)`. -/
def transfer (A B : Fragment) : ℝ := (A.chi - B.chi) / (A.eta + B.eta)
```

A unique minimum means a point of \([-1,1]\) with strictly lower energy than every other point there.

```lean
/-- `d₀` is the unique minimizer of `f` among charge transfers in `[-1, 1]`. -/
def IsUniqueMin (f : ℝ → ℝ) (d₀ : ℝ) : Prop :=
  d₀ ∈ Icc (-1 : ℝ) 1 ∧ ∀ d ∈ Icc (-1 : ℝ) 1, d ≠ d₀ → f d₀ < f d
```

The two branches of the linear energy agree at \(d=0\), so each formula may be used up to and including that point.

```lean
/-- On electron gain the linear energy has slope `-A`. -/
lemma linearEnergy_of_nonneg (F : Fragment) {d : ℝ} (hd : 0 ≤ d) :
    F.linearEnergy d = -F.ea * d := by
  simp [Fragment.linearEnergy, hd]

/-- On electron loss the linear energy has slope `-I`. -/
lemma linearEnergy_of_nonpos (F : Fragment) {d : ℝ} (hd : d ≤ 0) :
    F.linearEnergy d = -F.ip * d := by
  rcases hd.lt_or_eq with h | h
  · simp [Fragment.linearEnergy, not_le.mpr h]
  · simp [Fragment.linearEnergy, h]
```

The linear curve is an ensemble energy. Give cation, neutral and anion the weights \(p,q,r\ge0\), with \(p+q+r=1\) and \(r-p=d\). The energy is \(e=pI-rA\), hence

\[
e-(-A\,d)=p(I-A),\qquad e-(-I\,d)=r(I-A).
\]

If \(A\le I\), both are non-negative. The bound is attained with \(p=0\) for \(d\ge0\) and with \(r=0\) for \(d\le0\). `IsLeast` records both the bound and its attainment; ensembles containing other charge states are not considered.

```lean
/-- If `A ≤ I`, the piecewise linear energy is the least energy of an ensemble of cation,
neutral and anion (weights `p`, `q`, `r`) with mean electron excess `d`. -/
theorem linearEnergy_isLeast_ensemble (F : Fragment) (hF : F.ea ≤ F.ip) {d : ℝ}
    (hd : d ∈ Icc (-1 : ℝ) 1) :
    IsLeast {e : ℝ | ∃ p q r : ℝ, 0 ≤ p ∧ 0 ≤ q ∧ 0 ≤ r ∧ p + q + r = 1 ∧ r - p = d ∧
      e = p * F.ip - r * F.ea} (F.linearEnergy d) := by
  obtain ⟨hl, hu⟩ := hd
  rcases le_total 0 d with h | h
  · rw [linearEnergy_of_nonneg F h]
    constructor
    · -- mix neutral and anion only
      exact ⟨0, 1 - d, d, le_rfl, by linarith, h, by ring, by ring, by ring⟩
    · rintro e ⟨p, q, r, hp, hq, hr, h1, h2, rfl⟩
      subst h2
      nlinarith [mul_nonneg hp (sub_nonneg.2 hF)]
  · rw [linearEnergy_of_nonpos F h]
    constructor
    · -- mix neutral and cation only
      exact ⟨-d, 1 + d, 0, by linarith, by linarith, le_rfl, by ring, by ring, by ring⟩
    · rintro e ⟨p, q, r, hp, hq, hr, h1, h2, rfl⟩
      subst h2
      nlinarith [mul_nonneg hr (sub_nonneg.2 hF)]
```

For the parabola \(a+bd+cd^2\), the three integer values force \(a=0\), \(b=-(I+A)/2=-\chi\) and \(c=(I-A)/2=\eta/2\). In the converse direction, the coefficients given to `linear_combination` are the Lagrange interpolation weights.

```lean
/-- A parabola equals the quadratic energy exactly when it takes the values `I`, `0`, `-A`
at the cation, the neutral fragment and the anion. -/
theorem quadraticEnergy_interpolates (F : Fragment) (a b c : ℝ) :
    (∀ d : ℝ, a + b * d + c * d ^ 2 = F.quadraticEnergy d) ↔
      a - b + c = F.ip ∧ a = 0 ∧ a + b + c = -F.ea := by
  simp only [Fragment.quadraticEnergy, Fragment.chi, Fragment.eta]
  constructor
  · intro h
    have h1 := h (-1)
    have h2 := h 0
    have h3 := h 1
    refine ⟨by linarith, by linarith, by linarith⟩
  · rintro ⟨h1, h2, h3⟩ d
    linear_combination (1 - d ^ 2) * h2 + (d ^ 2 - d) / 2 * h1 + (d ^ 2 + d) / 2 * h3
```

## Straight segments keep both fragments neutral

Adding the appropriate branches gives

\[
E(d)=\begin{cases}(I_B-A_A)\,d,& d\ge0\\ (I_A-A_B)(-d),& d\le0.\end{cases}
\]

The two cross gaps are the costs of moving one electron in either direction. If both are positive, \(E(d)>0=E(0)\) for every \(d\ne0\). Conversely, if \(d=0\) is the unique minimum, comparing its energy with those at \(d=\pm1\) shows that both gaps are positive.

```lean
/-- In the piecewise linear model zero charge transfer is the unique minimum exactly when
each fragment's ionization potential exceeds the other's electron affinity. -/
theorem linear_uniqueMin_zero_iff (A B : Fragment) :
    IsUniqueMin (totalEnergy Fragment.linearEnergy A B) 0 ↔ B.ea < A.ip ∧ A.ea < B.ip := by
  -- the two branches of the total energy
  have pos : ∀ d : ℝ, 0 ≤ d →
      totalEnergy Fragment.linearEnergy A B d = (B.ip - A.ea) * d := by
    intro d hd
    unfold totalEnergy
    rw [linearEnergy_of_nonneg A hd, linearEnergy_of_nonpos B (by linarith)]
    ring
  have neg : ∀ d : ℝ, d ≤ 0 →
      totalEnergy Fragment.linearEnergy A B d = (A.ip - B.ea) * (-d) := by
    intro d hd
    unfold totalEnergy
    rw [linearEnergy_of_nonpos A hd, linearEnergy_of_nonneg B (by linarith)]
    ring
  constructor
  · rintro ⟨-, h⟩
    have h1 := h 1 ⟨by norm_num, by norm_num⟩ (by norm_num)
    have h2 := h (-1) ⟨by norm_num, by norm_num⟩ (by norm_num)
    rw [pos 0 le_rfl, pos 1 (by norm_num)] at h1
    rw [pos 0 le_rfl, neg (-1) (by norm_num)] at h2
    constructor <;> linarith
  · rintro ⟨h1, h2⟩
    refine ⟨⟨by norm_num, by norm_num⟩, fun d _ hne => ?_⟩
    rw [pos 0 le_rfl, mul_zero]
    rcases lt_or_gt_of_ne hne with h | h
    · rw [neg d h.le]
      exact mul_pos (by linarith) (by linarith)
    · rw [pos d h.le]
      exact mul_pos (by linarith) h
```

## The parabola moves less than half an electron

Write \(S=\eta_A+\eta_B\). For \(S>0\), multiplying the bounds on \(d^*\) by \(2S\) gives

\[
S-2(\chi_A-\chi_B)=2(I_B-A_A),\qquad
S+2(\chi_A-\chi_B)=2(I_A-A_B).
\]

Thus \(|d^*|<1/2\) exactly when both cross gaps are positive.

```lean
/-- For positive total hardness, the charge transfer `(χ_A - χ_B) / (η_A + η_B)` is below one
half in magnitude exactly when each ionization potential exceeds the other's affinity. -/
theorem abs_transfer_lt_half_iff (A B : Fragment) (h : 0 < A.eta + B.eta) :
    |transfer A B| < 1 / 2 ↔ B.ea < A.ip ∧ A.ea < B.ip := by
  rw [transfer, abs_lt, lt_div_iff₀ h, div_lt_iff₀ h]
  simp only [Fragment.chi, Fragment.eta]
  constructor
  · rintro ⟨h1, h2⟩
    constructor <;> linarith
  · rintro ⟨h1, h2⟩
    constructor <;> linarith
```

Positive cross gaps also supply \(S>0\), because \(S=(I_A-A_B)+(I_B-A_A)\). From here on \(E_{\rm quad}(d)\) denotes the total quadratic energy of the two fragments when \(A\) gains \(d\) electrons from \(B\). Completing the square yields

\[
E_{\rm quad}(d)=E_{\rm quad}(d^*)+\tfrac S2(d-d^*)^2,
\]

which is `key` in the proof. The last term is positive for \(d\ne d^*\). The conditions \(I_A>A_A\) and \(I_B>A_B\) are not needed for these minima, although the ensemble reading of each linear curve uses their weak form.

```lean
/-- If each ionization potential exceeds the other fragment's affinity, the piecewise linear
model has its unique minimum at zero transfer, and the quadratic model has its unique minimum at
`(χ_A - χ_B) / (η_A + η_B)`, which is below one half in magnitude. -/
theorem charge_transfer_minima (A B : Fragment) (hAB : B.ea < A.ip) (hBA : A.ea < B.ip) :
    IsUniqueMin (totalEnergy Fragment.linearEnergy A B) 0 ∧
    IsUniqueMin (totalEnergy Fragment.quadraticEnergy A B) (transfer A B) ∧
    |transfer A B| < 1 / 2 := by
  -- the total hardness is the sum of the two cross gaps
  have hη : 0 < A.eta + B.eta := by
    simp only [Fragment.eta]
    linarith
  have hhalf := (abs_transfer_lt_half_iff A B hη).2 ⟨hAB, hBA⟩
  refine ⟨(linear_uniqueMin_zero_iff A B).2 ⟨hAB, hBA⟩, ?_, hhalf⟩
  obtain ⟨hl, hu⟩ := abs_lt.1 hhalf
  refine ⟨⟨by linarith, by linarith⟩, fun d _ hne => ?_⟩
  have hs : transfer A B * (A.eta + B.eta) = A.chi - B.chi := div_mul_cancel₀ _ hη.ne'
  -- complete the square
  have key : totalEnergy Fragment.quadraticEnergy A B d =
      totalEnergy Fragment.quadraticEnergy A B (transfer A B) +
        (A.eta + B.eta) / 2 * (d - transfer A B) ^ 2 := by
    simp only [totalEnergy, Fragment.quadraticEnergy]
    linear_combination (d - transfer A B) * hs
  have hne' : d - transfer A B ≠ 0 := sub_ne_zero.2 hne
  have hsq : 0 < (A.eta + B.eta) / 2 * (d - transfer A B) ^ 2 := by positivity
  linarith
```

Substituting \(d^*\) gives \(E_{\rm quad}(d^*)=-(\chi_A-\chi_B)^2/(2S)\). If both cross gaps are positive and \(\chi_A\neq\chi_B\), then \(d^*\ne0\), so the linear energy is positive at the same point.

```lean
/-- If each ionization potential exceeds the other fragment's affinity and the electronegativities
differ, the quadratic model lowers the energy at its minimum by `(χ_A - χ_B)² / (2 (η_A + η_B))`,
while the piecewise linear energy there is positive. -/
theorem quadratic_stabilization (A B : Fragment) (hAB : B.ea < A.ip) (hBA : A.ea < B.ip)
    (hχ : A.chi ≠ B.chi) :
    totalEnergy Fragment.quadraticEnergy A B (transfer A B) =
      -(A.chi - B.chi) ^ 2 / (2 * (A.eta + B.eta)) ∧
    0 < totalEnergy Fragment.linearEnergy A B (transfer A B) := by
  have hη : 0 < A.eta + B.eta := by
    simp only [Fragment.eta]
    linarith
  have hs : transfer A B * (A.eta + B.eta) = A.chi - B.chi := div_mul_cancel₀ _ hη.ne'
  obtain ⟨hlin, hquad, -⟩ := charge_transfer_minima A B hAB hBA
  constructor
  · rw [eq_div_iff (by linarith : 2 * (A.eta + B.eta) ≠ 0)]
    simp only [totalEnergy, Fragment.quadraticEnergy]
    linear_combination (transfer A B * (A.eta + B.eta) - (A.chi - B.chi)) * hs
  · have hne : transfer A B ≠ 0 := div_ne_zero (sub_ne_zero.2 hχ) hη.ne'
    have h := hlin.2 _ hquad.1 hne
    have h0 : totalEnergy Fragment.linearEnergy A B 0 = 0 := by
      simp [totalEnergy, Fragment.linearEnergy]
    rwa [h0] at h
```

Take \(I_A=10\), \(A_A=2\), \(I_B=8\), \(A_B=0\), in eV. Then \(\chi_A=6\), \(\chi_B=4\) and \(\eta_A=\eta_B=8\), so \(d^*=2/16=0.125\). The quadratic energy there is \(-4/32=-0.125\) eV, while the linear energy is \((8-2)\times0.125=+0.75\) eV.

Charge equilibration sets the chemical potentials of the sites equal at fixed total charge. For two sites without Coulomb coupling, this condition reads

\[
-\chi_A+\eta_A d=-\chi_B-\eta_B d.
\]

Its solution is \(d^*\). This non-interacting model thus exhibits the spurious fractional charges that a smooth energy curve can leave on separated fragments.

## Every transfer below one half occurs

For \(|t|<1/2\), choose \(I_A=5/2+t\), \(A_A=3/2+t\), \(I_B=5/2-t\), \(A_B=3/2-t\). Both hardnesses are \(1\), the cross gaps are \(1\pm2t\), and \(d^*=2t/2=t\). All four inequalities between ionization potentials and affinities hold, so the bound of one half cannot be tightened even under the stronger assumptions.

```lean
/-- Every `t` with `|t| < 1/2` is the charge transfer `(χ_A - χ_B) / (η_A + η_B)` of an explicit
pair of fragments whose ionization potentials both exceed both affinities. -/
theorem transfer_range_witness (t : ℝ) (ht : |t| < 1 / 2) :
    let A : Fragment := ⟨5 / 2 + t, 3 / 2 + t⟩
    let B : Fragment := ⟨5 / 2 - t, 3 / 2 - t⟩
    A.ea < A.ip ∧ B.ea < A.ip ∧ A.ea < B.ip ∧ B.ea < B.ip ∧ transfer A B = t := by
  obtain ⟨hl, hu⟩ := abs_lt.1 ht
  refine ⟨?_, ?_, ?_, ?_, ?_⟩
  · dsimp only
    linarith
  · dsimp only
    linarith
  · dsimp only
    linarith
  · dsimp only
    linarith
  · simp only [transfer, Fragment.chi, Fragment.eta]
    ring_nf

end

end FragmentChargeTransfer
```

```lean
#print axioms FragmentChargeTransfer.linearEnergy_isLeast_ensemble
#print axioms FragmentChargeTransfer.quadraticEnergy_interpolates
#print axioms FragmentChargeTransfer.charge_transfer_minima
#print axioms FragmentChargeTransfer.quadratic_stabilization
```

```
'FragmentChargeTransfer.linearEnergy_isLeast_ensemble' depends on axioms: [propext, Classical.choice, Quot.sound]
'FragmentChargeTransfer.quadraticEnergy_interpolates' depends on axioms: [propext, Classical.choice, Quot.sound]
'FragmentChargeTransfer.charge_transfer_minima' depends on axioms: [propext, Classical.choice, Quot.sound]
'FragmentChargeTransfer.quadratic_stabilization' depends on axioms: [propext, Classical.choice, Quot.sound]
```
